# A positive definite even energy matrix fixes a unique, anti-Hermitian first-order Douglas–Kroll–Hess generator

Let β be a Hermitian involution, E a positive definite matrix that commutes with β, and O a Hermitian matrix that anticommutes with β, all complex and of the same finite size. Then exactly one matrix W anticommutes with β and satisfies

[W, βE] = −O,

and this W is anti-Hermitian.

In an external potential the Dirac Hamiltonian couples free-particle states of positive and negative energy. One route to a two-component theory of electrons removes that coupling by a unitary transformation. In a basis of free-particle states the Hamiltonian is βE + V + O, where βE is the free-particle part, and V and O are the parts of the potential term that commute and anticommute with β. If V, O and W are of first order in the potential, then

e^W (βE + V + O) e^(−W) = βE + V + O + [W, βE] + terms of second and higher order.

The commutator equation cancels the coupling at first order, and anti-Hermiticity of W makes e^W unitary. The Douglas–Kroll–Hess expansion repeats such eliminations order by order; the result concerns the linear equation of a single elimination, for finite matrices, and says nothing about the convergence of the sequence.

## Even energy, odd coupling and the generator

A matrix is called even if it commutes with β and odd if it anticommutes with β. The letter E denotes the energy without its sign; in βE the sign comes from β. Positive definiteness stands for the fact that a free particle of mass m and momentum p has energy √(p²c² + m²c⁴) ≥ mc² > 0, where c is the speed of light.

In Lean 4 with Mathlib:

```lean
import Mathlib

open Matrix
open scoped ComplexOrder

namespace DouglasKrollHessGenerator

variable {n : Type*} [Fintype n] [DecidableEq n]
```

The index type `n` is finite and labels an orthonormal basis. The step from these matrices to the Dirac operator itself, which is unbounded and has continuous momentum, is left open by the hypotheses.

```lean
/-- The matrix `β` is a Hermitian involution, the even energy `E` is positive definite and
commutes with `β`, and the odd coupling `O` is Hermitian and anticommutes with `β`. -/
structure IsBlockSplit (β E O : Matrix n n ℂ) : Prop where
  beta_herm : βᴴ = β
  beta_sq : β * β = 1
  energy_pos : E.PosDef
  energy_even : β * E = E * β
  coupling_herm : Oᴴ = O
  coupling_odd : β * O = -(O * β)
```

The superscript `ᴴ` is the adjoint, written † in the text. The six fields are the assumptions of the opening paragraph, and none of them mentions W.

```lean
/-- `W` is a Douglas-Kroll-Hess generator: it anticommutes with `β`, and its commutator with
`β E` equals `-O`. -/
def IsGenerator (β E O W : Matrix n n ℂ) : Prop :=
  β * W = -(W * β) ∧ W * (β * E) - β * E * W = -O
```

The two conditions are oddness and the commutator equation. The sign belongs to the transformation e^W H e^(−W) of a Hamiltonian H; with the exponentials exchanged, W changes sign.

## (a) From a commutator to an anticommutator

**Task.** Let β² = 1 and let W be odd. Show that the commutator equation is equivalent to the Lyapunov equation

EW + WE = βO.

**Solution.** Since Wβ = −βW,

[W, βE] = WβE − βEW = −βWE − βEW = −β(EW + WE).

The commutator equation therefore says β(EW + WE) = O. Multiplying from the left by β gives the Lyapunov equation, and multiplying once more leads back.

```lean
/-- For an involution `β`, the generators are the odd solutions of the Lyapunov equation
`E W + W E = β O`. -/
theorem isGenerator_iff_lyapunov {β E O W : Matrix n n ℂ} (hβ : β * β = 1) :
    IsGenerator β E O W ↔ β * W = -(W * β) ∧ E * W + W * E = β * O := by
  unfold IsGenerator
  refine and_congr_right fun h => ?_
  have hW : W * β = -(β * W) := by rw [h, neg_neg]
  -- moving `β` to the left turns the commutator into an anticommutator
  have key : W * (β * E) - β * E * W = -(β * (E * W + W * E)) := by
    rw [← mul_assoc W β E, hW]
    noncomm_ring
  rw [key, neg_inj]
  constructor
  · intro h'
    rw [← h', ← mul_assoc, hβ, one_mul]
  · intro h'
    rw [h', ← mul_assoc, hβ, one_mul]
```

The displayed identity is `key`, and the two final branches are the two multiplications by β. Oddness stays on both sides of the equivalence.

## (b) Anticommuting with a positive matrix

**Task.** Let E be positive definite and EX + XE = 0. Show that

X = 0.

**Solution.** Multiply by X† from the left and take the trace. Cyclicity turns tr(X†XE) into tr(XEX†), so

tr(X†EX) + tr(XEX†) = 0.

If xⱼ is column j of X, the first term is Σⱼ xⱼ†Exⱼ, a sum of non-negative numbers. The second term has the same form with X† in place of X, so it is non-negative too. Both terms vanish, and hence xⱼ†Exⱼ = 0 for every j. Positive definiteness then gives xⱼ = 0 for every column.

```lean
/-- A matrix that anticommutes with a positive definite matrix `E` vanishes. -/
theorem eq_zero_of_anticommute {E X : Matrix n n ℂ} (hE : E.PosDef)
    (h : E * X + X * E = 0) : X = 0 := by
  -- the trace of `Y† E Y` is the sum of `y† E y` over the columns `y` of `Y`
  have key : ∀ Y : Matrix n n ℂ, trace (Yᴴ * (E * Y)) =
      ∑ j, star (fun i => Y i j) ⬝ᵥ (E *ᵥ (fun i => Y i j)) := fun Y => rfl
  have term : ∀ (Y : Matrix n n ℂ) (j : n),
      0 ≤ star (fun i => Y i j) ⬝ᵥ (E *ᵥ (fun i => Y i j)) :=
    fun Y j => hE.posSemidef.dotProduct_mulVec_nonneg _
  have nonneg : ∀ Y : Matrix n n ℂ, 0 ≤ trace (Yᴴ * (E * Y)) := fun Y => by
    rw [key]
    exact Finset.sum_nonneg fun j _ => term Y j
  have hsum : trace (Xᴴ * (E * X)) + trace (Xᴴᴴ * (E * Xᴴ)) = 0 := by
    rw [conjTranspose_conjTranspose, ← mul_assoc X E Xᴴ, trace_mul_comm (X * E) Xᴴ,
      ← trace_add, ← mul_add, h, mul_zero, trace_zero]
  have h0 := ((add_eq_zero_iff_of_nonneg (nonneg X) (nonneg Xᴴ)).1 hsum)
  have h1 := h0.1
  rw [key, Finset.sum_eq_zero_iff_of_nonneg fun j _ => term X j] at h1
  -- a column `x` with `x† E x = 0` is zero
  ext i j
  by_contra hij
  have hne : (fun i => X i j) ≠ 0 := fun hc => hij (congrFun hc i)
  exact (hE.dotProduct_mulVec_pos hne).ne' (h1 j (Finset.mem_univ j))
```

Here `key` is the expansion of the trace over columns, stated for any matrix `Y` because it serves both X and X†. The equation for the two traces is `hsum`. The last lines suppose that some entry of X is nonzero; its column x would then satisfy x†Ex > 0, which contradicts `h1`.

## (c) One solution for every right-hand side

**Task.** Let E be positive definite and C any matrix of the same size. Show that exactly one X satisfies

EX + XE = C.

**Solution.** The map L(X) = EX + XE is linear on the space of matrices. By (b) only X = 0 is sent to zero, so L is injective. The space has finite dimension, so L is also surjective. Surjectivity gives a solution and injectivity makes it the only one.

```lean
/-- For positive definite `E` the Lyapunov equation `E X + X E = C` has exactly one solution,
whatever the right-hand side `C`. -/
theorem lyapunov_existsUnique {E : Matrix n n ℂ} (hE : E.PosDef) (C : Matrix n n ℂ) :
    ∃! X : Matrix n n ℂ, E * X + X * E = C := by
  let L : Matrix n n ℂ →ₗ[ℂ] Matrix n n ℂ := LinearMap.mulLeft ℂ E + LinearMap.mulRight ℂ E
  have hinj : Function.Injective L :=
    (injective_iff_map_eq_zero L).2 fun X hX => eq_zero_of_anticommute hE hX
  -- in finite dimension an injective linear map is onto
  obtain ⟨X, hX⟩ := LinearMap.injective_iff_surjective.1 hinj C
  exact ⟨X, hX, fun Y hY => hinj (Eq.trans hY hX.symm)⟩
```

The map `L` is the sum of left and right multiplication by E, and `∃!` reads "there is exactly one".

## (d) The solution is odd

**Task.** Under the block-split conditions, let EX + XE = βO. Show that

βX = −Xβ.

**Solution.** Put Y = βX + Xβ, which is 2β times the even part of X. Because E commutes with β,

EY + YE = β(EX + XE) + (EX + XE)β = ββO + βOβ.

The first term is O. The second is −Oββ = −O, because O is odd. The sum is zero, and (b) gives Y = 0.

```lean
/-- Under the block-split conditions, every solution of `E X + X E = β O` anticommutes
with `β`. -/
theorem lyapunov_solution_odd {β E O X : Matrix n n ℂ} (hS : IsBlockSplit β E O)
    (hX : E * X + X * E = β * O) : β * X = -(X * β) := by
  have h1 : β * (β * O) = O := by rw [← mul_assoc, hS.beta_sq, one_mul]
  have h2 : β * O * β = -O := by
    rw [hS.coupling_odd, neg_mul, mul_assoc, hS.beta_sq, mul_one]
  -- `β X + X β` solves the homogeneous equation
  have h3 : E * (β * X + X * β) + (β * X + X * β) * E = 0 := by
    calc E * (β * X + X * β) + (β * X + X * β) * E
        = β * (E * X + X * E) + (E * X + X * E) * β
          + (E * β - β * E) * X - X * (E * β - β * E) := by noncomm_ring
      _ = 0 := by
        rw [hX, h1, h2, hS.energy_even, sub_self]
        simp
  exact eq_neg_of_add_eq_zero_left (eq_zero_of_anticommute hS.energy_pos h3)
```

The facts `h1` and `h2` evaluate the two terms. In `h3` the commutator of E and β is first carried along explicitly, so that the rearrangement is an identity for arbitrary matrices; `energy_even` then removes it.

## (e) Existence, uniqueness and anti-Hermiticity

**Task.** Under the block-split conditions, show that there is exactly one generator W, and that

W† = −W.

**Solution.** Part (c) with C = βO supplies a solution W of the Lyapunov equation. It is odd by (d), so it is a generator by (a). Any other generator solves the same Lyapunov equation by (a), and so equals W by (c).

For the second claim, take the adjoint of EW + WE = βO. Since E, β and O are Hermitian,

W†E + EW† = Oβ = −βO.

Adding the original equation gives

E(W† + W) + (W† + W)E = 0,

and (b) yields W† + W = 0.

```lean
/-- Under the block-split conditions there is exactly one Douglas-Kroll-Hess generator, and it
is anti-Hermitian. -/
theorem generator_existsUnique_antiHermitian {β E O : Matrix n n ℂ}
    (hS : IsBlockSplit β E O) :
    (∃! W, IsGenerator β E O W) ∧ ∀ W, IsGenerator β E O W → Wᴴ = -W := by
  constructor
  · obtain ⟨W, hW, huniq⟩ := lyapunov_existsUnique hS.energy_pos (β * O)
    exact ⟨W, (isGenerator_iff_lyapunov hS.beta_sq).2 ⟨lyapunov_solution_odd hS hW, hW⟩,
      fun V hV => huniq V ((isGenerator_iff_lyapunov hS.beta_sq).1 hV).2⟩
  · intro W hW
    have hL := ((isGenerator_iff_lyapunov hS.beta_sq).1 hW).2
    -- the adjoint equation has the opposite right-hand side
    have hA : Wᴴ * E + E * Wᴴ = -(β * O) := by
      have h := congrArg conjTranspose hL
      rw [conjTranspose_add, conjTranspose_mul, conjTranspose_mul, conjTranspose_mul,
        hS.energy_pos.isHermitian.eq, hS.beta_herm, hS.coupling_herm] at h
      rw [h, hS.coupling_odd, neg_neg]
    have h0 : E * (Wᴴ + W) + (Wᴴ + W) * E = 0 := by
      calc E * (Wᴴ + W) + (Wᴴ + W) * E
          = (Wᴴ * E + E * Wᴴ) + (E * W + W * E) := by noncomm_ring
        _ = 0 := by rw [hA, hL, neg_add_cancel]
    exact eq_neg_of_add_eq_zero_left (eq_zero_of_anticommute hS.energy_pos h0)
```

The statement has two halves: one generator exists and no other, and every generator is anti-Hermitian. The adjoint equation is `hA`, and the sum is `h0`.

## (f) Matrix elements between energy eigenvectors

**Task.** Let β² = 1, let E be Hermitian and let W be a generator. For Eu = au and Ev = bv with real a and b, show that

(a + b) u†Wv = u†βOv.

**Solution.** The adjoint of Eu = au is u†E = au†. Sandwich the Lyapunov equation between u† and v. On the left, u†EWv = a u†Wv and u†WEv = b u†Wv, and their sum is the claimed left-hand side.

```lean
/-- Let `β` be an involution and `E` Hermitian. Between eigenvectors `u`, `v` of `E` with
eigenvalues `a`, `b`, the matrix element of a generator times `a + b` is that of `β O`. -/
theorem generator_matrix_element {β E O W : Matrix n n ℂ} (hβ : β * β = 1)
    (hE : E.IsHermitian) (hW : IsGenerator β E O W) {u v : n → ℂ} {a b : ℝ}
    (hu : E *ᵥ u = (a : ℂ) • u) (hv : E *ᵥ v = (b : ℂ) • v) :
    ((a : ℂ) + b) * (star u ⬝ᵥ (W *ᵥ v)) = star u ⬝ᵥ ((β * O) *ᵥ v) := by
  -- `E` acts to the left on the bra of `u`
  have hu' : star u ᵥ* E = (a : ℂ) • star u := by
    have h := Matrix.star_mulVec E u
    rw [hE.eq, hu] at h
    rw [← h, star_smul]
    simp
  rw [← ((isGenerator_iff_lyapunov hβ).1 hW).2, Matrix.add_mulVec, dotProduct_add,
    ← Matrix.mulVec_mulVec, ← Matrix.mulVec_mulVec, hv, Matrix.dotProduct_mulVec (star u) E,
    hu', smul_dotProduct, Matrix.mulVec_smul, dotProduct_smul]
  simp only [smul_eq_mul]
  ring
```

The expression `star u ⬝ᵥ (W *ᵥ v)` is u†Wv, and `hu'` is the action of E on the bra. The vectors need not be normalised. For normalised eigenvectors of a positive definite E, both a and b are positive, and the formula becomes

⟨u|W|v⟩ = ⟨u|βO|v⟩ / (a + b).

In a finite basis that diagonalises E, this gives the generator entry by entry. For free-particle energies the denominator is at least 2mc², the gap between the two branches.

## (g) An energy matrix with no generator

**Task.** Let β² = 1 and O ≠ 0, and choose E = β. Show that no W is a generator, because for every W

[W, βE] = 0.

**Solution.** With this choice βE = β² = 1, which commutes with every W. The commutator equation would then require O = 0.

```lean
/-- For an involution `β`, the choice `E = β` admits no generator for any nonzero
coupling `O`. -/
theorem no_generator_of_energy_eq_beta {β O : Matrix n n ℂ} (hβ : β * β = 1) (hO : O ≠ 0)
    (W : Matrix n n ℂ) : ¬ IsGenerator β β O W := by
  intro hW
  have h := hW.2
  rw [hβ, mul_one, one_mul, sub_self] at h
  exact hO (neg_eq_zero.1 h.symm)
```

Suppose in addition that β is Hermitian and O is odd. Then β must have both eigenvalues +1 and −1, so E = β is indefinite. It is still Hermitian, invertible and even. These three properties together are therefore too weak to replace positive definiteness in (e).

## (h) Two levels written out

**Task.** Number the two levels 0 and 1. Let β = diag(1, −1) and E = diag(a, b) with a, b > 0, and let O have zero diagonal with O₀₁ = z and O₁₀ = z*, for any complex z. Show that the block-split conditions are met and that the matrix with zero diagonal and

W₀₁ = z/(a + b),  W₁₀ = −z*/(a + b)

is a generator.

**Solution.** β is Hermitian with β² = 1. E is diagonal with positive entries, hence positive definite and even. O is Hermitian by construction. Multiplication by β from the left reverses the sign of row 1, and from the right that of column 1, so any matrix with zero diagonal is odd. This applies to O and to W. The diagonal of EW + WE is zero, and its other entries are

(a + b)W₀₁ = z,  (b + a)W₁₀ = −z*.

These are the entries of βO, so W is a generator by (a).

```lean
/-- The two-level model with `β = diag(1, -1)`, energies `a, b > 0` and complex coupling `z` meets
the block-split conditions, and the matrix with zero diagonal and the off-diagonal elements
`z / (a + b)` (upper right) and `-z* / (a + b)` (lower left) is a generator. -/
theorem isBlockSplit_witness {a b : ℝ} (ha : 0 < a) (hb : 0 < b) (z : ℂ) :
    IsBlockSplit !![1, 0; 0, -1] (diagonal ![(a : ℂ), (b : ℂ)]) !![0, z; star z, 0] ∧
    IsGenerator !![1, 0; 0, -1] (diagonal ![(a : ℂ), (b : ℂ)]) !![0, z; star z, 0]
      !![0, z / (a + b); -(star z / (a + b)), 0] := by
  have hab : (a : ℂ) + b ≠ 0 := by exact_mod_cast (add_pos ha hb).ne'
  have hβ : (!![1, 0; 0, -1] : Matrix (Fin 2) (Fin 2) ℂ) * !![1, 0; 0, -1] = 1 := by
    ext i j
    fin_cases i <;> fin_cases j <;> simp [Matrix.mul_apply, Fin.sum_univ_succ]
  refine ⟨⟨?_, hβ, ?_, ?_, ?_, ?_⟩, (isGenerator_iff_lyapunov hβ).2 ⟨?_, ?_⟩⟩
  · ext i j
    fin_cases i <;> fin_cases j <;> simp
  · refine Matrix.PosDef.diagonal fun i => ?_
    fin_cases i <;> simp [ha, hb]
  · ext i j
    fin_cases i <;> fin_cases j <;> simp [Matrix.mul_apply, Fin.sum_univ_succ]
  · ext i j
    fin_cases i <;> fin_cases j <;> simp
  · ext i j
    fin_cases i <;> fin_cases j <;> simp [Matrix.mul_apply, Fin.sum_univ_succ]
  · ext i j
    fin_cases i <;> fin_cases j <;> simp [Matrix.mul_apply, Fin.sum_univ_succ]
  · ext i j
    fin_cases i <;> fin_cases j <;> simp [Matrix.mul_apply, Fin.sum_univ_succ, Matrix.vecMul_diagonal] <;>
      field_simp
    ring

end DouglasKrollHessGenerator
```

The model has one state of energy a and one of energy −b, coupled by z. By (e) the displayed W is its only generator. The proof compares matrices entry by entry through `fin_cases`, and `hab` records that the denominator is nonzero.

## The derivative of a matrix square root

The argument of (b) and (c) also settles a question about overlap matrices. Let a positive definite matrix M depend smoothly on a real parameter, and let E be its positive definite square root. The derivative of the squaring map at E sends X to EX + XE, which is invertible by (c), so E is smooth too by the inverse function theorem on Hermitian matrices. Differentiating E² = M gives

EE′ + E′E = M′,

where the prime is the derivative. By (c) this equation determines E′. As M′ is Hermitian, the adjoint of E′ solves the same equation, so E′ is Hermitian. With M the overlap matrix of a finite, linearly independent basis, Löwdin orthonormalisation uses the inverse E⁻¹, and its derivative follows from E′ as −E⁻¹E′E⁻¹. This application is supported by the prose argument alone.

```lean
#print axioms DouglasKrollHessGenerator.generator_existsUnique_antiHermitian
#print axioms DouglasKrollHessGenerator.generator_matrix_element
#print axioms DouglasKrollHessGenerator.no_generator_of_energy_eq_beta
```

```
'DouglasKrollHessGenerator.generator_existsUnique_antiHermitian' depends on axioms: [propext, Classical.choice, Quot.sound]
'DouglasKrollHessGenerator.generator_matrix_element' depends on axioms: [propext, Classical.choice, Quot.sound]
'DouglasKrollHessGenerator.no_generator_of_energy_eq_beta' depends on axioms: [propext, Classical.choice, Quot.sound]
```
